# Changing Markov kernels on a finite set forget their start if their shared weights sum to infinity

## Why does one slowing spin forget its start and another not?

Take a single spin with two states. At step $k=0,1,2,\dots$ it stays as it is with probability $1-e_k$, and otherwise a fair coin sets it anew. I compare a start in "up" with a start in "down" by summing the absolute differences of the two probabilities, which gives 2 at the outset. With $e_k=1/(k+2)$ the distance after $n$ steps is $2/(n+1)$, and the start is forgotten. With $e_k=1/(k+2)^2$ it is $(n+2)/(n+1)$, which never falls below 1. The reset probability tends to zero in both cases, as the acceptance probability of a given uphill move does in annealing when the temperature goes to zero. What decides between the two, and does it carry over to general kernels that change at every step?

## The sum of the reset weights decides

Let $P_k$ be row-stochastic on a finite set, with $P_k(x,y)\ge e_k\nu_k(y)$ for a probability vector $\nu_k$. Whatever the present state $x$, a part $e_k\nu_k$ of the next distribution is the same. In your example $\nu_k$ is the fair coin.

Drop the index for one step. Let $\mu,\rho$ be probability vectors and $d=\mu-\rho$, so $\sum_x d(x)=0$. The shared part then cancels:

$$(dP)(y)=\sum_x d(x)\,[P(x,y)-e\,\nu(y)].$$

The brackets are nonnegative and sum over $y$ to $1-e$, so $e\le1$. Taking absolute values and summing over $y$ gives

$$\|dP\|_1\le\sum_x|d(x)|\sum_y[P(x,y)-e\,\nu(y)]=(1-e)\|d\|_1.$$

Iterating, and using $1-e_k\le\exp(-e_k)$, bounds the distance after $n$ steps by

$$\prod_{k<n}(1-e_k)\,\|\mu-\rho\|_1\le \exp\Big(-\sum_{k<n}e_k\Big)\|\mu-\rho\|_1,$$

which tends to zero if the sum diverges.

For annealing, suppose $e_k=c\,\exp(-\Delta/T_k)$ with $c>0$. Here $T_k$ is the temperature in energy units. For Metropolis moves, $\Delta$ stands for the most energy that has to be climbed, summed over the uphill moves, to reach a common state from any start in the same number of moves, and $c$ is a lower bound, the same for all $k$, on the remaining factors: the probabilities of proposing the moves and of staying put where a path waits. If $T_k\log(k+2)\ge\Delta$, then $e_k\ge c/(k+2)$, and the harmonic series diverges.

Your kernel, with any $\nu_k$, maps $p$ to $(1-e_k)p+e_k\nu_k$, so distances are multiplied by exactly $1-e_k$. If $0\le e_k<1$ and the sum converges, choose $N$ with $\sum_{k\ge N}e_k<1/2$. A product $Q\le1$ satisfies $Q(1-e)\ge Q-e$, so by induction the factors from $N$ on multiply to at least $1-\sum_{k\ge N}e_k>1/2$. The first $N$ factors are positive, and the distance between different starts stays away from zero.

The limiting case $e_k=1$ erases the start in one step, even if all other weights vanish. This is why the equivalence asks for $e_k<1$.

### What the theorems say

Distributions are functions `S → ℝ` satisfying `IsProb`, and kernels are matrices acting on row vectors from the right. `evolve P μ n` applies the first `n` kernels of the sequence in order, and none for `n = 0`. `l1` is the full sum of absolute differences, twice the total variation distance. `Minorised` combines row-stochasticity with the lower bound.

`memory_lost` assumes that the partial sums of `e k` tend to $+\infty$; individual weights may be negative. `memory_lost_log_cooling` sets a lower limit on the temperature, so a constant positive temperature that meets it also qualifies. `refresh_memory_lost_iff` gives the equivalence for your kernel, called `refresh`, and two different starts. For general kernels only one direction carries over: a divergent sum forces the start to be forgotten, but a convergent sum shows nothing, since $e_k=0$ is always an admissible lower bound.

For finite-state annealing, this gives a sufficient condition for the starting distribution to stop mattering, but does not say whether the run reaches a ground state. To apply it to a real sampler you must establish the lower bound for its kernel; with local moves, $P_k$ will usually have to be a block of many moves. Then $k$ counts blocks, and $T_k$ is the lowest temperature within block $k$.

In Lean 4 with Mathlib:

```lean
import Mathlib

open Matrix Filter Topology Finset

namespace AnnealingChangingKernels

variable {S : Type*} [Fintype S]

/-- A probability vector on the finite state space: nonnegative entries with sum one. -/
def IsProb (p : S → ℝ) : Prop := (∀ x, 0 ≤ p x) ∧ ∑ x, p x = 1

/-- The l1 distance between two vectors on the state space. -/
def l1 (p q : S → ℝ) : ℝ := ∑ x, |p x - q x|

/-- The matrix `P` is row-stochastic, and all its rows share the common part `e ν`, where `ν` is
a probability vector: `P(x,y) ≥ e ν(y)`. -/
def Minorised (P : Matrix S S ℝ) (e : ℝ) (ν : S → ℝ) : Prop :=
  (∀ x, IsProb (P x)) ∧ IsProb ν ∧ ∀ x y, e * ν y ≤ P x y

/-- The distribution after the first `n` kernels `P 0, ..., P (n-1)` have acted in turn on `μ`. -/
def evolve (P : ℕ → Matrix S S ℝ) (μ : S → ℝ) : ℕ → S → ℝ
  | 0 => μ
  | n + 1 => evolve P μ n ᵥ* P n

/-- Row-stochastic kernels carry a probability vector to a probability vector at every time. -/
theorem evolve_isProb {P : ℕ → Matrix S S ℝ} {μ : S → ℝ} (hP : ∀ k x, IsProb (P k x))
    (hμ : IsProb μ) (n : ℕ) : IsProb (evolve P μ n) := by
  induction n with
  | zero => exact hμ
  | succ n ih =>
    constructor
    · intro y
      change 0 ≤ ∑ x, evolve P μ n x * P n x y
      exact sum_nonneg fun x _ => mul_nonneg (ih.1 x) ((hP n x).1 y)
    · change ∑ y, ∑ x, evolve P μ n x * P n x y = 1
      rw [sum_comm, ← ih.2]
      exact sum_congr rfl fun x _ => by rw [← mul_sum, (hP n x).2, mul_one]

/-- The weight of the common part of a row-stochastic matrix is at most one, on a state space
that carries a probability vector. -/
theorem Minorised.le_one {P : Matrix S S ℝ} {e : ℝ} {ν μ : S → ℝ} (h : Minorised P e ν)
    (hμ : IsProb μ) : e ≤ 1 := by
  rcases isEmpty_or_nonempty S with hS | ⟨⟨x⟩⟩
  · have h0 := hμ.2
    simp at h0
  · calc e = ∑ y, e * ν y := by rw [← mul_sum, h.2.1.2, mul_one]
      _ ≤ ∑ y, P x y := sum_le_sum fun y _ => h.2.2 x y
      _ = 1 := (h.1 x).2

/-- After one step of a kernel with common part `e ν`, the l1 distance of two probability vectors is
at most `1 - e` times what it was before. -/
theorem l1_step_le {P : Matrix S S ℝ} {e : ℝ} {ν μ ρ : S → ℝ} (h : Minorised P e ν)
    (hμ : IsProb μ) (hρ : IsProb ρ) : l1 (μ ᵥ* P) (ρ ᵥ* P) ≤ (1 - e) * l1 μ ρ := by
  obtain ⟨hP, hν, hm⟩ := h
  have hy : ∀ y, |(μ ᵥ* P) y - (ρ ᵥ* P) y| ≤ ∑ x, |μ x - ρ x| * (P x y - e * ν y) := by
    intro y
    -- the common part cancels, since both vectors have total mass one
    have h1 : (μ ᵥ* P) y - (ρ ᵥ* P) y = ∑ x, (μ x - ρ x) * (P x y - e * ν y) := by
      change (∑ x, μ x * P x y) - (∑ x, ρ x * P x y) = _
      have h2 : ∑ x, (μ x - ρ x) * (e * ν y) = 0 := by
        rw [← sum_mul, sum_sub_distrib, hμ.2, hρ.2]
        ring
      have h3 : ∑ x, (μ x - ρ x) * (P x y - e * ν y) =
          (∑ x, μ x * P x y) - (∑ x, ρ x * P x y) - ∑ x, (μ x - ρ x) * (e * ν y) := by
        rw [← sum_sub_distrib, ← sum_sub_distrib]
        exact sum_congr rfl fun x _ => by ring
      rw [h3, h2, sub_zero]
    rw [h1]
    refine (abs_sum_le_sum_abs _ _).trans (le_of_eq (sum_congr rfl fun x _ => ?_))
    rw [abs_mul, abs_of_nonneg (sub_nonneg.2 (hm x y))]
  calc l1 (μ ᵥ* P) (ρ ᵥ* P) = ∑ y, |(μ ᵥ* P) y - (ρ ᵥ* P) y| := rfl
    _ ≤ ∑ y, ∑ x, |μ x - ρ x| * (P x y - e * ν y) := sum_le_sum fun y _ => hy y
    _ = ∑ x, ∑ y, |μ x - ρ x| * (P x y - e * ν y) := sum_comm
    _ = ∑ x, (1 - e) * |μ x - ρ x| := sum_congr rfl fun x _ => by
        rw [← mul_sum, sum_sub_distrib, ← mul_sum, (hP x).2, hν.2]
        ring
    _ = (1 - e) * l1 μ ρ := by rw [l1, mul_sum]

/-- Under changing kernels with common parts `e k ν k`, the l1 distance of two evolved probability
vectors is at most the product of the factors `1 - e k` times the initial distance. -/
theorem l1_evolve_le {P : ℕ → Matrix S S ℝ} {e : ℕ → ℝ} {ν : ℕ → S → ℝ} {μ ρ : S → ℝ}
    (h : ∀ k, Minorised (P k) (e k) (ν k)) (hμ : IsProb μ) (hρ : IsProb ρ) (n : ℕ) :
    l1 (evolve P μ n) (evolve P ρ n) ≤ (∏ k ∈ range n, (1 - e k)) * l1 μ ρ := by
  induction n with
  | zero => simp [evolve]
  | succ n ih =>
    calc l1 (evolve P μ (n + 1)) (evolve P ρ (n + 1))
        ≤ (1 - e n) * l1 (evolve P μ n) (evolve P ρ n) :=
          l1_step_le (h n) (evolve_isProb (fun k => (h k).1) hμ n)
            (evolve_isProb (fun k => (h k).1) hρ n)
      _ ≤ (1 - e n) * ((∏ k ∈ range n, (1 - e k)) * l1 μ ρ) :=
          mul_le_mul_of_nonneg_left ih (sub_nonneg.2 ((h n).le_one hμ))
      _ = _ := by rw [prod_range_succ]; ring

/-- If the changing kernels have common parts `e k ν k` and the sum of the `e k` diverges to
infinity, the l1 distance between the evolutions of any two probability vectors tends to zero. -/
theorem memory_lost {P : ℕ → Matrix S S ℝ} {e : ℕ → ℝ} {ν : ℕ → S → ℝ} {μ ρ : S → ℝ}
    (h : ∀ k, Minorised (P k) (e k) (ν k)) (he : Tendsto (fun n => ∑ k ∈ range n, e k) atTop atTop)
    (hμ : IsProb μ) (hρ : IsProb ρ) :
    Tendsto (fun n => l1 (evolve P μ n) (evolve P ρ n)) atTop (𝓝 0) := by
  have hexp := (Real.tendsto_exp_neg_atTop_nhds_zero.comp he).mul_const (l1 μ ρ)
  rw [zero_mul] at hexp
  refine squeeze_zero (fun n => sum_nonneg fun x _ => abs_nonneg _)
    (fun n => (l1_evolve_le h hμ hρ n).trans ?_) hexp
  refine mul_le_mul_of_nonneg_right ?_ (sum_nonneg fun x _ => abs_nonneg _)
  -- each factor obeys 1 - e ≤ exp (-e)
  calc ∏ k ∈ range n, (1 - e k) ≤ ∏ k ∈ range n, Real.exp (-e k) :=
        prod_le_prod (fun k _ => sub_nonneg.2 ((h k).le_one hμ))
          (fun k _ => by linarith [Real.add_one_le_exp (-e k)])
    _ = Real.exp (-∑ k ∈ range n, e k) := by rw [← Real.exp_sum, sum_neg_distrib]

/-- Logarithmic cooling: if the common part at temperature `T k > 0` has weight `c exp(-Δ / T k)`
with `c > 0`, and `T k log(k+2) ≥ Δ`, the l1 distance of two evolved probability vectors
tends to zero. -/
theorem memory_lost_log_cooling {P : ℕ → Matrix S S ℝ} {T : ℕ → ℝ} {c Δ : ℝ} {ν : ℕ → S → ℝ}
    {μ ρ : S → ℝ} (hc : 0 < c) (hT : ∀ k, 0 < T k)
    (hΔ : ∀ k : ℕ, Δ ≤ T k * Real.log ((k : ℝ) + 2))
    (h : ∀ k, Minorised (P k) (c * Real.exp (-Δ / T k)) (ν k)) (hμ : IsProb μ) (hρ : IsProb ρ) :
    Tendsto (fun n => l1 (evolve P μ n) (evolve P ρ n)) atTop (𝓝 0) := by
  refine memory_lost h ?_ hμ hρ
  refine (not_summable_iff_tendsto_nat_atTop_of_nonneg (fun k => by positivity)).1 fun hsum => ?_
  -- compare with the harmonic series
  have hs : Summable fun k : ℕ => 1 / ((k : ℝ) + 2) := by
    refine Summable.of_nonneg_of_le (fun k => by positivity) (fun k => ?_) (hsum.mul_left c⁻¹)
    have hk : (0 : ℝ) < (k : ℝ) + 2 := by positivity
    rw [inv_mul_cancel_left₀ hc.ne']
    calc 1 / ((k : ℝ) + 2) = Real.exp (-Real.log ((k : ℝ) + 2)) := by
          rw [Real.exp_neg, Real.exp_log hk, one_div]
      _ ≤ Real.exp (-Δ / T k) := Real.exp_le_exp.2 (by
          rw [neg_div, neg_le_neg_iff, div_le_iff₀ (hT k)]
          linarith [hΔ k])
  exact Real.not_summable_one_div_natCast
    ((summable_nat_add_iff (f := fun n : ℕ => 1 / (n : ℝ)) 2).1 (by simpa using hs))

/-- The refresh kernel: keep the state with weight `1 - e`, redraw it from `ν` with weight `e`. -/
def refresh [DecidableEq S] (e : ℝ) (ν : S → ℝ) : Matrix S S ℝ :=
  fun x y => (1 - e) * (if x = y then 1 else 0) + e * ν y

/-- For `0 ≤ e ≤ 1` and a probability vector `ν`, the refresh kernel is row-stochastic with
common part `e ν`. -/
theorem refresh_minorised [DecidableEq S] {e : ℝ} {ν : S → ℝ} (h0 : 0 ≤ e) (h1 : e ≤ 1)
    (hν : IsProb ν) : Minorised (refresh e ν) e ν := by
  have hd : ∀ x y : S, 0 ≤ (1 - e) * (if x = y then (1 : ℝ) else 0) := fun x y =>
    mul_nonneg (sub_nonneg.2 h1) (by split_ifs <;> norm_num)
  refine ⟨fun x => ⟨fun y => add_nonneg (hd x y) (mul_nonneg h0 (hν.1 y)), ?_⟩, hν,
    fun x y => le_add_of_nonneg_left (hd x y)⟩
  change ∑ y, ((1 - e) * (if x = y then (1 : ℝ) else 0) + e * ν y) = 1
  rw [sum_add_distrib, ← mul_sum, ← mul_sum, hν.2]
  simp

/-- For refresh kernels with `0 ≤ e k ≤ 1` the product bound on the l1 distance of two evolved
probability vectors is an equality. -/
theorem l1_refresh [DecidableEq S] {e : ℕ → ℝ} {ν : ℕ → S → ℝ} {μ ρ : S → ℝ}
    (h0 : ∀ k, 0 ≤ e k) (h1 : ∀ k, e k ≤ 1) (hν : ∀ k, IsProb (ν k))
    (hμ : IsProb μ) (hρ : IsProb ρ) (n : ℕ) :
    l1 (evolve (fun k => refresh (e k) (ν k)) μ n) (evolve (fun k => refresh (e k) (ν k)) ρ n) =
      (∏ k ∈ range n, (1 - e k)) * l1 μ ρ := by
  have hK := fun k => (refresh_minorised (h0 k) (h1 k) (hν k)).1
  -- action of one refresh kernel on a probability vector
  have hact : ∀ (k : ℕ) (p : S → ℝ), IsProb p → ∀ y,
      (p ᵥ* refresh (e k) (ν k)) y = (1 - e k) * p y + e k * ν k y := by
    intro k p hp y
    change ∑ x, p x * ((1 - e k) * (if x = y then (1 : ℝ) else 0) + e k * ν k y) = _
    simp only [mul_add, sum_add_distrib, ← sum_mul, hp.2, one_mul]
    simp [mul_comm]
  induction n with
  | zero => simp [evolve]
  | succ n ih =>
    rw [prod_range_succ, mul_right_comm, ← ih, mul_comm, l1, l1, mul_sum]
    refine sum_congr rfl fun y _ => ?_
    simp only [evolve]
    rw [hact n _ (evolve_isProb hK hμ n), hact n _ (evolve_isProb hK hρ n),
      add_sub_add_right_eq_sub, ← mul_sub, abs_mul, abs_of_nonneg (sub_nonneg.2 (h1 n))]

/-- If `0 ≤ e k < 1` and the `e k` are summable, the product of the factors `1 - e k` does not
tend to zero. -/
theorem prod_not_tendsto_zero {e : ℕ → ℝ} (h0 : ∀ k, 0 ≤ e k) (h1 : ∀ k, e k < 1)
    (hs : Summable e) : ¬ Tendsto (fun n => ∏ k ∈ range n, (1 - e k)) atTop (𝓝 0) := by
  intro ht
  obtain ⟨N, hN⟩ := ((tendsto_sum_nat_add e).eventually
    (gt_mem_nhds (show (0 : ℝ) < 1 / 2 by norm_num))).exists
  -- a product of factors 1 - e is at least one minus the sum
  have hw : ∀ m, 1 - ∑ k ∈ range m, e (k + N) ≤ ∏ k ∈ range m, (1 - e (k + N)) := by
    intro m
    induction m with
    | zero => simp
    | succ m ih =>
      have hp : ∏ k ∈ range m, (1 - e (k + N)) ≤ 1 :=
        prod_le_one (fun k _ => by linarith [h1 (k + N)]) (fun k _ => by linarith [h0 (k + N)])
      have hq := mul_le_of_le_one_left (h0 (m + N)) hp
      rw [sum_range_succ, prod_range_succ, mul_sub, mul_one]
      linarith
  have hpos : 0 < ∏ k ∈ range N, (1 - e k) := prod_pos fun k _ => sub_pos.2 (h1 k)
  have hlow : ∀ n, (∏ k ∈ range N, (1 - e k)) * (1 / 2) ≤ ∏ k ∈ range (n + N), (1 - e k) := by
    intro n
    rw [add_comm n N, prod_range_add]
    refine mul_le_mul_of_nonneg_left ?_ hpos.le
    simp_rw [add_comm N]
    have hsum := ((summable_nat_add_iff N).2 hs).sum_le_tsum (range n) (fun k _ => h0 (k + N))
    linarith [hw n]
  have hle := ge_of_tendsto' (ht.comp (tendsto_add_atTop_nat N)) hlow
  linarith

/-- For refresh kernels with `0 ≤ e k < 1` and two different initial probability vectors, the l1
distance tends to zero exactly when the sum of the `e k` diverges. -/
theorem refresh_memory_lost_iff [DecidableEq S] {e : ℕ → ℝ} {ν : ℕ → S → ℝ} {μ ρ : S → ℝ}
    (h0 : ∀ k, 0 ≤ e k) (h1 : ∀ k, e k < 1) (hν : ∀ k, IsProb (ν k))
    (hμ : IsProb μ) (hρ : IsProb ρ) (hne : μ ≠ ρ) :
    Tendsto (fun n => l1 (evolve (fun k => refresh (e k) (ν k)) μ n)
      (evolve (fun k => refresh (e k) (ν k)) ρ n)) atTop (𝓝 0) ↔
    Tendsto (fun n => ∑ k ∈ range n, e k) atTop atTop := by
  refine ⟨fun ht => ?_, fun he =>
    memory_lost (fun k => refresh_minorised (h0 k) (h1 k).le (hν k)) he hμ hρ⟩
  refine (not_summable_iff_tendsto_nat_atTop_of_nonneg h0).1 fun hs => ?_
  have hl : l1 μ ρ ≠ 0 := by
    intro h
    unfold l1 at h
    refine hne (funext fun x => ?_)
    have hx := (sum_eq_zero_iff_of_nonneg (fun x _ => abs_nonneg (μ x - ρ x))).1 h x (mem_univ x)
    exact sub_eq_zero.1 (abs_eq_zero.1 hx)
  -- dividing by the initial distance leaves the bare product
  have hq := ht.div_const (l1 μ ρ)
  rw [zero_div] at hq
  refine prod_not_tendsto_zero h0 h1 hs (hq.congr fun n => ?_)
  rw [l1_refresh h0 (fun k => (h1 k).le) hν hμ hρ, mul_div_cancel_right₀ _ hl]

end AnnealingChangingKernels
```
```lean
#print axioms AnnealingChangingKernels.memory_lost
#print axioms AnnealingChangingKernels.memory_lost_log_cooling
#print axioms AnnealingChangingKernels.refresh_memory_lost_iff
```

```
'AnnealingChangingKernels.memory_lost' depends on axioms: [propext, Classical.choice, Quot.sound]
'AnnealingChangingKernels.memory_lost_log_cooling' depends on axioms: [propext, Classical.choice, Quot.sound]
'AnnealingChangingKernels.refresh_memory_lost_iff' depends on axioms: [propext, Classical.choice, Quot.sound]
```

### From one step to the limit

In `l1_step_le`, `h1` is the cancellation of the shared part, and `sum_comm` exchanges the two sums. `evolve_isProb` keeps the vectors normalised, so `l1_evolve_le` can repeat the step by induction; `Minorised.le_one` makes the factors nonnegative. `memory_lost` squeezes the distance between zero and the exponential bound.

The cooling theorem argues by contradiction: summable weights would make the harmonic series summable. In the equivalence, `memory_lost` shows that a divergent sum suffices. For the converse, `l1_refresh` supplies the exact product and `prod_not_tendsto_zero` the tail estimate. Dividing by the nonzero initial distance joins them.
